# Fitting pair densities in the metric of a positive definite interaction never lowers the exchange energy

The exact exchange energy, used in Hartree–Fock theory and in hybrid functionals, can be written as minus one half of the sum of the self-repulsions of all orbital pair densities. A pair density is here the product of two occupied orbitals of equal spin, the first of them complex conjugated. There are many pairs, so the pair densities are often compressed: each is replaced by a combination of a smaller set of auxiliary functions. This can change the exchange energy, and one would like to know in which direction. For fixed orbitals on a finite grid and a positive definite interaction, the answer depends on the metric in which the fit is made.

## Densities, fits and exchange on a grid

```lean
import Mathlib

open Matrix
open scoped ComplexOrder

namespace CompressedPairDensity

noncomputable section

variable {n k o : Type*} [Fintype n] [Fintype k] [Fintype o]
```

The three finite index types are the grid points `n`, the auxiliary functions `k` and the orbitals `o`.

```lean
/-- The self-repulsion `⟨f, w f⟩` of a complex pair density `f` under the interaction `w`
(its real part, which is the whole value for Hermitian `w`). -/
def selfRepulsion (w : Matrix n n ℂ) (f : n → ℂ) : ℝ := (star f ⬝ᵥ w *ᵥ f).re
```

A density $f$ is a complex vector on the grid, and the interaction is a matrix $w$, which contains any quadrature weights. With $\langle a,b\rangle=\sum_x \overline{a_x}\,b_x$, the self-repulsion is $\operatorname{Re}\langle f,wf\rangle$. In Lean, `star` is complex conjugation, `*ᵥ` applies a matrix to a vector, and `⬝ᵥ` is the dot product without conjugation.

```lean
/-- `g` is a fit of `f` in the metric `m`: it is a combination of the auxiliary functions
(the columns of `B`), and the residual `f - g` is `m`-orthogonal to all such combinations. -/
def IsFit (m : Matrix n n ℂ) (B : Matrix n k ℂ) (f g : n → ℂ) : Prop :=
  (∃ c, g = B *ᵥ c) ∧ ∀ d, star (B *ᵥ d) ⬝ᵥ m *ᵥ (f - g) = 0
```

The columns of $B$ are the auxiliary functions, and their span is the fitting space. `IsFit m B f g` is a statement with two parts: $g=Bc$ for some $c$, and $\langle Bd,m(f-g)\rangle=0$ for all $d$. The choice $m=w$ is the interaction metric, and $m=1$ is Euclidean least squares.

```lean
/-- The pair density `φᵢ* φⱼ` of two orbitals given by their values on the points `n`. -/
def pairDensity (φ : o → n → ℂ) (i j : o) : n → ℂ := fun x => star (φ i x) * φ j x
```

This is $\rho_{ij}(x)=\overline{\varphi_i(x)}\,\varphi_j(x)$. The proofs do not use orthonormality of the orbitals, but the sum below is meant for orthonormal orbitals, for which it is the exchange energy of a Slater determinant.

```lean
/-- The exchange energy `-½ ∑ᵢⱼ ⟨ρᵢⱼ, w ρᵢⱼ⟩` of a family of pair densities
of occupied spin orbitals of equal spin. -/
def exchangeEnergy (w : Matrix n n ℂ) (ρ : o → o → n → ℂ) : ℝ :=
  -(1 / 2) * ∑ i, ∑ j, selfRepulsion w (ρ i j)
```

The exchange energy is $E_x=-\tfrac12\sum_{ij}\langle\rho_{ij},w\rho_{ij}\rangle$ for one spin channel. It takes any family of densities, so exact and fitted ones can both be inserted.

## Positivity and additivity

```lean
/-- Under a positive definite interaction every nonzero density repels itself. -/
theorem selfRepulsion_pos {w : Matrix n n ℂ} (hw : w.PosDef) {f : n → ℂ} (hf : f ≠ 0) :
    0 < selfRepulsion w f := by
  have h := (Complex.lt_def.mp (hw.dotProduct_mulVec_pos hf)).1
  simpa [selfRepulsion] using h
```

The hypothesis `hw : w.PosDef` says that $w$ is Hermitian and $\langle f,wf\rangle>0$ for $f\neq0$. Physically, every nonzero charge distribution costs energy against itself, as it does for the Coulomb repulsion; the hypothesis asks the same of the discretised kernel. The proof takes the real part of the defining inequality.

```lean
/-- For a Hermitian interaction `w`, the self-repulsions of two `w`-orthogonal densities add. -/
theorem selfRepulsion_add {w : Matrix n n ℂ} (hw : w.IsHermitian) {s r : n → ℂ}
    (h : star s ⬝ᵥ w *ᵥ r = 0) :
    selfRepulsion w (s + r) = selfRepulsion w s + selfRepulsion w r := by
  -- the other cross term is the complex conjugate of the first
  have h' : star r ⬝ᵥ w *ᵥ s = 0 := by
    rw [Matrix.star_dotProduct, Matrix.star_mulVec, hw.eq, ← Matrix.dotProduct_mulVec, h,
      star_zero]
  simp only [selfRepulsion, star_add, Matrix.mulVec_add, add_dotProduct, dotProduct_add, h, h',
    Complex.add_re, add_zero, zero_add]
```

Expanding the product gives
$$\langle s+r,w(s+r)\rangle=\langle s,ws\rangle+\langle s,wr\rangle+\langle r,ws\rangle+\langle r,wr\rangle .$$
The second term vanishes by hypothesis. The third is its complex conjugate, because $w$ is Hermitian; this is `h'` in the code.

## Computing the fit

```lean
/-- Coefficients `c` that solve the normal equations `Bᴴ m (f - B c) = 0` give a fit of `f`
in the metric `m`. -/
theorem isFit_of_normalEquations {m : Matrix n n ℂ} {B : Matrix n k ℂ} {f g : n → ℂ}
    (c : k → ℂ) (hg : g = B *ᵥ c) (h : Bᴴ *ᵥ (m *ᵥ (f - g)) = 0) : IsFit m B f g := by
  refine ⟨⟨c, hg⟩, fun d => ?_⟩
  rw [Matrix.star_mulVec, ← Matrix.dotProduct_mulVec, h, dotProduct_zero]
```

If $B^\dagger m(f-Bc)=0$, then $\langle Bd,m(f-g)\rangle=d^\dagger B^\dagger m(f-g)=0$ for every $d$, so $g=Bc$ is a fit.

```lean
/-- For a positive definite interaction and linearly independent auxiliary functions, the
density-fitting formula `B (Bᴴ w B)⁻¹ Bᴴ w f` gives a fit of `f` in the metric `w`. -/
theorem isFit_formula [DecidableEq k] {w : Matrix n n ℂ} (hw : w.PosDef) {B : Matrix n k ℂ}
    (hB : Function.Injective B.mulVec) (f : n → ℂ) :
    IsFit w B f (B *ᵥ ((Bᴴ * w * B)⁻¹ *ᵥ (Bᴴ *ᵥ (w *ᵥ f)))) := by
  -- the Gram matrix of the auxiliary functions is invertible
  have hG : IsUnit (Bᴴ * w * B) := by
    rw [← Matrix.mulVec_injective_iff_isUnit]
    intro x y hxy
    by_contra hne
    have hd : B *ᵥ (x - y) ≠ 0 := fun h => hne (hB (by
      rw [Matrix.mulVec_sub] at h
      exact sub_eq_zero.mp h))
    have hp := selfRepulsion_pos hw hd
    have hz : (Bᴴ * w * B) *ᵥ (x - y) = 0 := by
      rw [Matrix.mulVec_sub]
      exact sub_eq_zero.mpr hxy
    have e : star (B *ᵥ (x - y)) ⬝ᵥ w *ᵥ (B *ᵥ (x - y))
        = star (x - y) ⬝ᵥ (Bᴴ * w * B) *ᵥ (x - y) := by
      rw [Matrix.star_mulVec, ← Matrix.dotProduct_mulVec]
      simp only [Matrix.mulVec_mulVec, Matrix.mul_assoc]
    rw [selfRepulsion, e, hz, dotProduct_zero] at hp
    exact lt_irrefl _ hp
  have key : ∀ b : k → ℂ, Bᴴ *ᵥ (w *ᵥ (B *ᵥ ((Bᴴ * w * B)⁻¹ *ᵥ b))) = b := fun b => by
    calc _ = ((Bᴴ * w * B) * (Bᴴ * w * B)⁻¹) *ᵥ b := by
          simp only [Matrix.mulVec_mulVec, Matrix.mul_assoc]
      _ = b := by
          rw [Matrix.mul_nonsing_inv _ ((Matrix.isUnit_iff_isUnit_det _).mp hG),
            Matrix.one_mulVec]
  refine isFit_of_normalEquations _ rfl ?_
  rw [Matrix.mulVec_sub, Matrix.mulVec_sub, key, sub_self]
```

Injectivity of `B.mulVec` means that the auxiliary functions are linearly independent. Let $G=B^\dagger wB$ be their Gram matrix. If $Gx=Gy$ with $d=x-y\neq0$, then $Bd\neq0$, yet $\langle Bd,wBd\rangle=d^\dagger Gd=0$, which contradicts positivity. So $G$ is invertible (`hG`). With $c=G^{-1}B^\dagger wf$,
$$B^\dagger w(f-Bc)=B^\dagger wf-GG^{-1}B^\dagger wf=0 .$$
The cancellation of $GG^{-1}$ is the step `key`.

```lean
/-- In the metric of a positive definite interaction a density has at most one fit. -/
theorem IsFit.unique {w : Matrix n n ℂ} (hw : w.PosDef) {B : Matrix n k ℂ} {f g g' : n → ℂ}
    (hg : IsFit w B f g) (hg' : IsFit w B f g') : g = g' := by
  obtain ⟨c, hc⟩ := hg.1
  obtain ⟨c', hc'⟩ := hg'.1
  by_contra hne
  have hp := selfRepulsion_pos hw (sub_ne_zero.mpr hne)
  have hs : B *ᵥ (c - c') = g - g' := by rw [Matrix.mulVec_sub, hc, hc']
  have a := hg.2 (c - c')
  have b := hg'.2 (c - c')
  rw [hs] at a b
  have e : (f - g') - (f - g) = g - g' := by abel
  -- the difference of the two fits is orthogonal to itself
  have z : star (g - g') ⬝ᵥ w *ᵥ ((f - g') - (f - g)) = 0 := by
    rw [Matrix.mulVec_sub, dotProduct_sub, a, b, sub_self]
  rw [e] at z
  rw [selfRepulsion, z] at hp
  exact lt_irrefl _ hp
```

For two fits $g,g'$, the difference $g-g'$ lies in the fitting space, so it is $w$-orthogonal to both residuals. Subtracting the two conditions gives $\langle g-g',w(g-g')\rangle=0$, hence $g=g'$. The fitted density is unique even if the auxiliary functions are dependent and the coefficients are not.

## The sign of the fitting error

```lean
/-- Fitting a pair density in the metric of a positive definite interaction never increases its
self-repulsion, and preserves it exactly when the density lies in the fitting space. -/
theorem selfRepulsion_fit_le {w : Matrix n n ℂ} (hw : w.PosDef) {B : Matrix n k ℂ}
    {f g : n → ℂ} (hg : IsFit w B f g) :
    selfRepulsion w g ≤ selfRepulsion w f ∧
      (selfRepulsion w g = selfRepulsion w f ↔ ∃ c, f = B *ᵥ c) := by
  obtain ⟨c₀, h₀⟩ := hg.1
  -- split the density into fit and residual
  have p : selfRepulsion w f = selfRepulsion w g + selfRepulsion w (f - g) := by
    have h := hg.2 c₀
    rw [← h₀] at h
    have q := selfRepulsion_add hw.isHermitian h
    rwa [add_sub_cancel] at q
  have q : 0 ≤ selfRepulsion w (f - g) := by
    by_cases h : f - g = 0
    · simp [h, selfRepulsion]
    · exact (selfRepulsion_pos hw h).le
  refine ⟨by linarith, fun e => ?_, ?_⟩
  · by_contra hne
    have hr : f - g ≠ 0 := fun h => hne ⟨c₀, (sub_eq_zero.mp h).trans h₀⟩
    linarith [selfRepulsion_pos hw hr]
  · rintro ⟨c, hc⟩
    have hs : B *ᵥ (c - c₀) = f - g := by rw [Matrix.mulVec_sub, hc, h₀]
    have z := hg.2 (c - c₀)
    rw [hs] at z
    have r : selfRepulsion w (f - g) = 0 := by rw [selfRepulsion, z, Complex.zero_re]
    linarith
```

Write $f=g+(f-g)$. Since $g$ lies in the fitting space, it is $w$-orthogonal to the residual, and additivity gives `p`:
$$\langle f,wf\rangle=\langle g,wg\rangle+\langle f-g,w(f-g)\rangle .$$
The last term is nonnegative (`q`), which proves the inequality; the tactic `linarith` does this linear arithmetic. If equality holds, the last term is zero, so $f=g$ lies in the fitting space. Conversely, if $f=Bc$, then $f-g$ lies in the fitting space and is $w$-orthogonal to itself, so the last term vanishes.

Hermiticity of $w$ alone is not enough for the inequality. Take $w=\mathrm{diag}(1,-1)$, $f=(1,1)$ and the span of $(1,0)$. Then $g=(1,0)$ is a fit in the metric $w$, but the self-repulsion rises from $0$ to $1$.

The same argument also compares two nested fitting spaces, a case that is not formalised here. If $g_1$ and $g_2$ are the $w$-fits of $f$ in the smaller and the larger space, then $g_2-g_1=(f-g_1)-(f-g_2)$ is $w$-orthogonal to the smaller space. So $g_1$ is the fit of $g_2$, and $\langle g_1,wg_1\rangle\le\langle g_2,wg_2\rangle$: adding auxiliary functions never raises the fitted exchange energy.

```lean
/-- If all orbital pair densities are fitted in the metric of a positive definite interaction,
the exchange energy never falls below its exact value. -/
theorem exchangeEnergy_le_fit {w : Matrix n n ℂ} (hw : w.PosDef) {B : Matrix n k ℂ}
    (φ : o → n → ℂ) {g : o → o → n → ℂ} (hg : ∀ i j, IsFit w B (pairDensity φ i j) (g i j)) :
    exchangeEnergy w (pairDensity φ) ≤ exchangeEnergy w g := by
  have h : ∑ i, ∑ j, selfRepulsion w (g i j)
      ≤ ∑ i, ∑ j, selfRepulsion w (pairDensity φ i j) :=
    Finset.sum_le_sum fun i _ => Finset.sum_le_sum fun j _ =>
      (selfRepulsion_fit_le hw (hg i j)).1
  unfold exchangeEnergy
  linarith
```

Summing the inequality over all pairs $i,j$ and multiplying by $-\tfrac12$ reverses it: the fitted exchange energy lies at or above the exact one for the same orbitals.

## Two fits in the same one-dimensional space

```lean
/-- The interaction `[[2,1],[1,2]]` is positive definite, and in its metric the density `(1,0)`
has the fit `(21/26, 7/26)` on the span of `(3,1)`. -/
theorem isFit_witness : (!![2, 1; 1, 2] : Matrix (Fin 2) (Fin 2) ℂ).PosDef ∧
    IsFit !![2, 1; 1, 2] (!![3; 1] : Matrix (Fin 2) (Fin 1) ℂ) ![1, 0] ![21 / 26, 7 / 26] := by
  constructor
  · -- the interaction is the identity plus a positive semidefinite matrix
    have e : (!![2, 1; 1, 2] : Matrix (Fin 2) (Fin 2) ℂ)
        = 1 + (!![1, 1] : Matrix (Fin 1) (Fin 2) ℂ)ᴴ *
          (!![1, 1] : Matrix (Fin 1) (Fin 2) ℂ) := by
      ext i j : 2
      fin_cases i <;> fin_cases j <;> simp [Matrix.mul_apply] <;> norm_num
    rw [e]
    exact Matrix.PosDef.one.add_posSemidef (Matrix.posSemidef_conjTranspose_mul_self _)
  · have hB : (!![3; 1] : Matrix (Fin 2) (Fin 1) ℂ)ᴴ = !![3, 1] := by
      ext i j : 2
      fin_cases i
      fin_cases j
      · exact (by simp only [star_ofNat] : star (3 : ℂ) = 3)
      · exact (by simp only [star_one] : star (1 : ℂ) = 1)
    refine isFit_of_normalEquations ![7 / 26] ?_ ?_
    · funext i
      fin_cases i <;> simp [Matrix.mulVec, dotProduct]
      norm_num
    · rw [hB]
      funext i
      fin_cases i
      simp [Matrix.mulVec, dotProduct, Fin.sum_univ_two]
      norm_num
```

Here $w=\begin{pmatrix}2&1\\1&2\end{pmatrix}$ is the identity plus $uu^\dagger$ with $u=(1,1)$, hence positive definite. For $b=(3,1)$ and $f=(1,0)$, $\langle b,wf\rangle=7$ and $\langle b,wb\rangle=26$. The coefficient is $7/26$ and the fit is $(21/26,7/26)$, with self-repulsion $49/26<2$.

```lean
/-- Euclidean least squares on the span of `(3,1)` turns the density `(1,0)` into `(9/10, 3/10)`
and raises its self-repulsion under `[[2,1],[1,2]]` from `2` to `117/50`. -/
theorem euclidean_fit_raises :
    IsFit 1 (!![3; 1] : Matrix (Fin 2) (Fin 1) ℂ) ![1, 0] ![9 / 10, 3 / 10] ∧
    selfRepulsion !![2, 1; 1, 2] ![1, 0] = 2 ∧
    selfRepulsion !![2, 1; 1, 2] ![9 / 10, 3 / 10] = 117 / 50 := by
  refine ⟨isFit_of_normalEquations ![3 / 10] ?_ ?_, ?_, ?_⟩
  · funext i
    fin_cases i <;> simp [Matrix.mulVec, dotProduct]
    norm_num
  · have hB : (!![3; 1] : Matrix (Fin 2) (Fin 1) ℂ)ᴴ = !![3, 1] := by
      ext i j : 2
      fin_cases i
      fin_cases j
      · exact (by simp only [star_ofNat] : star (3 : ℂ) = 3)
      · exact (by simp only [star_one] : star (1 : ℂ) = 1)
    rw [Matrix.one_mulVec, hB]
    funext i
    fin_cases i
    simp [Matrix.mulVec, dotProduct, Fin.sum_univ_two]
    norm_num
  · simp [selfRepulsion, Matrix.mulVec, dotProduct, Fin.sum_univ_two]
  · have hs : star (![9 / 10, 3 / 10] : Fin 2 → ℂ) = ![9 / 10, 3 / 10] := by
      funext i
      fin_cases i
      · exact (by simp only [star_div₀, star_ofNat] : star (9 / 10 : ℂ) = 9 / 10)
      · exact (by simp only [star_div₀, star_ofNat] : star (3 / 10 : ℂ) = 3 / 10)
    have h : star ![9 / 10, 3 / 10] ⬝ᵥ (!![2, 1; 1, 2] : Matrix (Fin 2) (Fin 2) ℂ) *ᵥ
        ![9 / 10, 3 / 10] = ((117 / 50 : ℝ) : ℂ) := by
      rw [hs]
      simp [Matrix.mulVec, dotProduct, Fin.sum_univ_two] <;> norm_num
    rw [selfRepulsion, h, Complex.ofReal_re]
```

The Euclidean fit projects on the normalised vector $(3,1)/\sqrt{10}$. The coefficient of $b$ is $\langle b,f\rangle/\langle b,b\rangle=3/10$, so $g=(9/10,3/10)$ and
$$\langle g,wg\rangle=\tfrac{9}{100}\cdot26=\tfrac{117}{50}>2=\langle f,wf\rangle .$$
The residual $r=(1/10,-3/10)$ is orthogonal to $g$ in the Euclidean sense, but $\langle g,wr\rangle=-6/25$, so the self-repulsions do not add. In the code, `simp` and `norm_num` evaluate the sums and fractions.

```lean
/-- For the single orbital `(1,0)` and the interaction `[[2,1],[1,2]]`, replacing the pair density
by `(9/10, 3/10)` puts the exchange energy below its exact value. -/
theorem euclidean_fit_overbinds :
    exchangeEnergy !![2, 1; 1, 2] (fun _ _ : Fin 1 => ![9 / 10, 3 / 10])
      < exchangeEnergy !![2, 1; 1, 2] (pairDensity (fun _ : Fin 1 => ![1, 0])) := by
  have hp : pairDensity (fun _ : Fin 1 => (![1, 0] : Fin 2 → ℂ)) = fun _ _ => ![1, 0] := by
    funext i j x
    fin_cases x <;> simp [pairDensity]
  rw [hp]
  simp only [exchangeEnergy, Finset.univ_unique, Finset.sum_singleton,
    euclidean_fit_raises.2.1, euclidean_fit_raises.2.2]
  norm_num

end

end CompressedPairDensity
```

The normalised orbital $(1,0)$ has pair density $(1,0)$, which is `hp`. Its exact exchange energy is $-1$, while the Euclidean fit gives $-117/100$, so exchange is overbound. A Euclidean fit can also err in the other direction: on the span of $(1,-1)$ the same density has the fit $(1/2,-1/2)$, and the exchange energy becomes $-1/4$.

```lean
#print axioms CompressedPairDensity.isFit_formula
-- 'CompressedPairDensity.isFit_formula' depends on axioms: [propext, Classical.choice, Quot.sound]
#print axioms CompressedPairDensity.IsFit.unique
-- 'CompressedPairDensity.IsFit.unique' depends on axioms: [propext, Classical.choice, Quot.sound]
#print axioms CompressedPairDensity.exchangeEnergy_le_fit
-- 'CompressedPairDensity.exchangeEnergy_le_fit' depends on axioms: [propext, Classical.choice, Quot.sound]
#print axioms CompressedPairDensity.euclidean_fit_overbinds
-- 'CompressedPairDensity.euclidean_fit_overbinds' depends on axioms: [propext, Classical.choice, Quot.sound]
```
